# For a symmetric matrix with positive pivots, the Cholesky residual does not depend on pivot order

The electron repulsion integrals of a Gaussian basis form a positive semidefinite matrix whose rows and columns are labelled by products of basis functions. Pivoted Cholesky decomposition picks the product with the largest remaining diagonal element, subtracts a rank-one term and repeats. In a symmetric molecule several diagonal elements can be equal, and rounding may then decide which goes first. Suppose two runs pick the same products in different orders. Do they leave the same error in the integrals?

Let \(M\) be a real square matrix over a finite index type `n`.

```lean
import Mathlib

open Matrix

namespace PivotedCholesky

noncomputable section

variable {n : Type*} [Fintype n] [DecidableEq n]
```

A step on pivot \(p\) gives \(M'\), with \(M'_{ij}=M_{ij}-M_{ip}M_{pj}/M_{pp}\).

```lean
/-- One Cholesky pivot step: subtract the rank-one term built from column and row `p`. -/
def pivotStep (M : Matrix n n ℝ) (p : n) : Matrix n n ℝ :=
  Matrix.of fun i j => M i j - M i p * M p j / M p p
```

Let \(R_{ps}(M)\) be the matrix left after the steps in a list \(ps\), taken from left to right.

```lean
/-- The residual matrix after the pivot steps in the list, taken from left to right. -/
def residual : Matrix n n ℝ → List n → Matrix n n ℝ
  | M, [] => M
  | M, p :: ps => residual (pivotStep M p) ps
```

Each pivot is tested on the current matrix, not on the original one.

```lean
/-- Each pivot is positive at the moment it is used. -/
def PositivePivots : Matrix n n ℝ → List n → Prop
  | _, [] => True
  | M, p :: ps => 0 < M p p ∧ PositivePivots (pivotStep M p) ps
```

Let \(S\) be the set of indices in \(ps\), `ps.toFinset` in the code. Its block is \(M[S,S]\); \(M[:,S]\) and \(M[S,:]\) are the selected columns and rows.

```lean
/-- The block `M[S,S]`. -/
def block (M : Matrix n n ℝ) (S : Finset n) : Matrix S S ℝ :=
  M.submatrix Subtype.val Subtype.val
```

The Schur complement of this block is defined directly from \(M\), without any pivoting.

```lean
/-- The closed formula `M - M[:,S] M[S,S]⁻¹ M[S,:]`. -/
def schurResidual (M : Matrix n n ℝ) (S : Finset n) : Matrix n n ℝ :=
  M - M.submatrix id (Subtype.val : S → n) * ((block M S)⁻¹ *
    M.submatrix (Subtype.val : S → n) id)
```

The last definition is positive definiteness restricted to vectors that vanish outside \(S\).

```lean
/-- The quadratic form of `M` is positive on nonzero vectors supported on `S`. -/
def PosDefOn (M : Matrix n n ℝ) (S : Finset n) : Prop :=
  ∀ v : n → ℝ, (∀ i, i ∉ S → v i = 0) → v ≠ 0 → 0 < v ⬝ᵥ M *ᵥ v
```

Below, \(e_p\) is the unit vector `Pi.single p 1`, `M *ᵥ v` is \(Mv\), and `v ⬝ᵥ w` is \(v^Tw\).

### (a) One step acting on a vector

Show that
\[(M'v)_i=(Mv)_i-M_{ip}(Mv)_p/M_{pp}.\]

**Solution.** Multiply \(M'_{ij}\) by \(v_j\) and sum over \(j\). The factor \(M_{ip}/M_{pp}\) comes out of the second sum, leaving \(\sum_j M_{pj}v_j=(Mv)_p\).

```lean
omit [DecidableEq n] in
/-- The action of the matrix after one pivot step on a vector. -/
theorem step_mulVec (M : Matrix n n ℝ) (p : n) (v : n → ℝ) (i : n) :
    (pivotStep M p *ᵥ v) i = (M *ᵥ v) i - M i p * (M *ᵥ v) p / M p p := by
  simp only [Matrix.mulVec, dotProduct, pivotStep, Matrix.of_apply, sub_mul,
    Finset.sum_sub_distrib, Finset.mul_sum, Finset.sum_div]
  congr 1
  exact Finset.sum_congr rfl fun j _ => by ring
```

### (b) Shifts along the pivot direction

For \(M_{pp}\neq0\) and any real \(c\), put \(u=v-ce_p\). Show that
\[M'u=M'v,\qquad u^TM'u=v^TM'v.\]

**Solution.** Column \(p\) of \(M'\) is \(M_{ip}-M_{ip}M_{pp}/M_{pp}=0\), so \(M'e_p=0\), which gives the first equation. By (a) with \(i=p\), \((M'v)_p=0\). Hence \(u^TM'u=u^TM'v=v^TM'v-c(M'v)_p=v^TM'v\).

```lean
/-- After a step on a nonzero pivot, shifting a vector along the pivot direction changes neither its
image nor its quadratic form. -/
theorem step_shift {M : Matrix n n ℝ} {p : n} (hp : M p p ≠ 0) (v : n → ℝ) (c : ℝ) :
    pivotStep M p *ᵥ (v - c • Pi.single p (1 : ℝ)) = pivotStep M p *ᵥ v ∧
    (v - c • Pi.single p (1 : ℝ)) ⬝ᵥ pivotStep M p *ᵥ (v - c • Pi.single p (1 : ℝ)) =
      v ⬝ᵥ pivotStep M p *ᵥ v := by
  have h : pivotStep M p *ᵥ Pi.single p (1 : ℝ) = 0 := by
    ext i
    rw [mulVec_single_one]
    show M i p - M i p * M p p / M p p = 0
    rw [mul_div_cancel_right₀ _ hp, sub_self]
  have h1 : pivotStep M p *ᵥ (v - c • Pi.single p (1 : ℝ)) = pivotStep M p *ᵥ v := by
    rw [mulVec_sub, mulVec_smul, h, smul_zero, sub_zero]
  have h2 : (pivotStep M p *ᵥ v) p = 0 := by
    rw [step_mulVec, mul_div_cancel_left₀ _ hp, sub_self]
  refine ⟨h1, ?_⟩
  rw [h1, sub_dotProduct, smul_dotProduct, single_one_dotProduct, h2, smul_zero, sub_zero]
```

### (c) Completing the square

For symmetric \(M\) with \(M_{pp}\neq0\), show that
\[v^TMv=v^TM'v+(Mv)_p^2/M_{pp},\]
and that some \(c\) gives \((v-ce_p)^TM(v-ce_p)=v^TM'v\).

**Solution.** By (a), \(v^TM'v=v^TMv-\big(\sum_i v_iM_{ip}\big)(Mv)_p/M_{pp}\), and symmetry turns the sum into \((Mv)_p\). For the second claim take \(c=(Mv)_p/M_{pp}\) and \(u=v-ce_p\). Then \((Mu)_p=(Mv)_p-cM_{pp}=0\), so \(u^TMu=u^TM'u\), which is \(v^TM'v\) by (b).

```lean
/-- For symmetric `M`, a step on a nonzero pivot splits a square, divided by the pivot, off the
quadratic form, and the remaining form is the original one evaluated at a vector shifted along the
pivot direction. -/
theorem step_quadratic {M : Matrix n n ℝ} (hM : M.IsSymm) {p : n} (hp : M p p ≠ 0)
    (v : n → ℝ) :
    v ⬝ᵥ M *ᵥ v = v ⬝ᵥ pivotStep M p *ᵥ v + (M *ᵥ v) p ^ 2 / M p p ∧
    ∃ c : ℝ, (v - c • Pi.single p (1 : ℝ)) ⬝ᵥ M *ᵥ (v - c • Pi.single p (1 : ℝ)) =
      v ⬝ᵥ pivotStep M p *ᵥ v := by
  have key : ∀ u : n → ℝ,
      u ⬝ᵥ M *ᵥ u = u ⬝ᵥ pivotStep M p *ᵥ u + (M *ᵥ u) p ^ 2 / M p p := by
    intro u
    have hs : ∑ i, u i * M i p = (M *ᵥ u) p :=
      Finset.sum_congr rfl fun i _ => by rw [hM.apply p i, mul_comm]
    have hq : u ⬝ᵥ pivotStep M p *ᵥ u =
        u ⬝ᵥ M *ᵥ u - (∑ i, u i * M i p) * ((M *ᵥ u) p / M p p) := by
      simp only [dotProduct, step_mulVec, mul_sub, Finset.sum_sub_distrib, Finset.sum_mul]
      congr 1
      exact Finset.sum_congr rfl fun i _ => by ring
    rw [hq, hs]
    ring
  refine ⟨key v, (M *ᵥ v) p / M p p, ?_⟩
  -- this shift makes the split-off square vanish
  have h0 : (M *ᵥ (v - ((M *ᵥ v) p / M p p) • Pi.single p (1 : ℝ))) p = 0 := by
    rw [mulVec_sub, mulVec_smul, mulVec_single_one]
    show (M *ᵥ v) p - (M *ᵥ v) p / M p p * M p p = 0
    rw [div_mul_cancel₀ _ hp, sub_self]
  rw [key, h0, (step_shift hp v _).2]
  simp
```

### (d) Only pivot columns are subtracted

Find a matrix \(C\), with zero rows outside \(ps\), such that
\[R_{ps}(M)=M-MC.\]

**Solution.** Use induction on the list; for the empty list \(C=0\). For \(p\) followed by \(ps\), write \(M'=M-ME\), where \(E\) has the single nonzero row \(E_{pj}=M_{pj}/M_{pp}\). If \(C\) serves \(M'\) and \(ps\), the residual is
\[M'-M'C=M(1-E)(1-C)=M-M(E+C-EC).\]
The new coefficient matrix has nonzero rows only at \(p\) and in \(ps\). The expansion is done by `noncomm_ring`.

```lean
/-- The residual differs from `M` by a combination of the pivot columns of `M`. -/
theorem residual_eq_sub_mul (ps : List n) : ∀ M : Matrix n n ℝ, ∃ C : Matrix n n ℝ,
    (∀ i, i ∉ ps → ∀ j, C i j = 0) ∧ residual M ps = M - M * C := by
  induction ps with
  | nil => exact fun M => ⟨0, by simp, by simp [residual]⟩
  | cons p ps ih =>
    intro M
    obtain ⟨C, hC, hR⟩ := ih (pivotStep M p)
    let E : Matrix n n ℝ := Matrix.of fun i j => if i = p then M p j / M p p else 0
    have hE : pivotStep M p = M - M * E := by
      ext i j
      simp [pivotStep, E, Matrix.mul_apply, mul_div_assoc]
    refine ⟨E + C - E * C, ?_, ?_⟩
    · intro i hi j
      have h1 : i ≠ p ∧ i ∉ ps := by simpa using hi
      simp [E, Matrix.mul_apply, h1.1, hC i h1.2 j]
    · rw [residual, hR, hE]
      noncomm_ring
```

### (e) No null vector on the pivots

Let all pivots be positive, and let \(v\) vanish outside \(ps\). Show that
\[(Mv)_i=0\ \text{for all } i\in ps\quad\Longrightarrow\quad v=0.\]

**Solution.** The empty list is immediate. For \(p\) followed by \(ps\), let \(z=v-v_pe_p\), which vanishes outside \(ps\). By (b) and (a), \((M'z)_i=(M'v)_i=(Mv)_i-M_{ip}(Mv)_p/M_{pp}=0\) on \(ps\). The induction hypothesis for \(M'\) gives \(z=0\), so \(v=v_pe_p\). Then \(0=(Mv)_p=v_pM_{pp}\) forces \(v_p=0\).

```lean
/-- With positive pivots, a vector supported on the pivot indices whose image under `M` vanishes
at those indices is zero. -/
theorem pivots_nondegenerate (ps : List n) : ∀ M : Matrix n n ℝ, PositivePivots M ps →
    ∀ v : n → ℝ, (∀ i, i ∉ ps → v i = 0) → (∀ i ∈ ps, (M *ᵥ v) i = 0) → v = 0 := by
  induction ps with
  | nil => exact fun M _ v hv _ => funext fun i => hv i (by simp)
  | cons p ps ih =>
    rintro M ⟨h0, hps⟩ v hv hk
    have hkp := hk p (by simp)
    -- the part of v away from p is killed by the induction hypothesis
    have hz : v - v p • Pi.single p (1 : ℝ) = 0 := by
      refine ih _ hps _ (fun i hi => ?_) (fun i hi => ?_)
      · by_cases h : i = p
        · rw [h]; simp
        · simp [h, hv i (by simp [h, hi])]
      · rw [(step_shift h0.ne' v _).1, step_mulVec, hk i (by simp [hi]), hkp]
        simp
    have hv1 := sub_eq_zero.mp hz
    rw [hv1, mulVec_smul, mulVec_single_one] at hkp
    have hm : v p * M p p = 0 := hkp
    rw [hv1, (mul_eq_zero.mp hm).resolve_right h0.ne', zero_smul]
```

### (f) The closed formula

With all pivots positive, show that \(M[S,S]\) is invertible and
\[R_{ps}(M)=M-M[:,S]\,M[S,S]^{-1}M[S,:].\]

**Solution.** A null vector of the block, extended by zero (`w` in the code), is zero by (e), so the block is invertible.

A step clears its own row, since \(M_{pj}-M_{pp}M_{pj}/M_{pp}=0\), and keeps zero rows zero. The rows of \(R_{ps}(M)\) in \(S\) therefore vanish (`hzero`). By (d), \(MC=M[:,S]\,C[S,:]\), so these rows read
\[0=M[S,:]-M[S,S]\,C[S,:].\]
Solve for \(C[S,:]\) and substitute. Symmetry was not used.

```lean
/-- If all pivots are positive, `M[S,S]` is invertible and the residual is
`M - M[:,S] M[S,S]⁻¹ M[S,:]`, where `S` is the set of pivot indices. -/
theorem residual_eq_schur {M : Matrix n n ℝ} {ps : List n} (h : PositivePivots M ps) :
    IsUnit (block M ps.toFinset).det ∧ residual M ps = schurResidual M ps.toFinset := by
  have hsum : ∀ f : n → ℝ, (∀ i, i ∉ ps.toFinset → f i = 0) →
      ∑ i, f i = ∑ i : ps.toFinset, f i := by
    intro f hf
    rw [Finset.sum_coe_sort ps.toFinset f]
    exact (Finset.sum_subset (Finset.subset_univ _) fun i _ hi => hf i hi).symm
  have hdet : IsUnit (block M ps.toFinset).det := by
    rw [isUnit_iff_ne_zero]
    intro h0
    obtain ⟨v, hv, hMv⟩ := Matrix.exists_mulVec_eq_zero_iff.mpr h0
    -- extend a kernel vector of the block by zero
    let w : n → ℝ := fun i => if hi : i ∈ ps.toFinset then v ⟨i, hi⟩ else 0
    have hw1 : ∀ j : ps.toFinset, w j = v j := fun j => dif_pos j.2
    have hw0 : ∀ i, i ∉ ps.toFinset → w i = 0 := fun i hi => dif_neg hi
    have hw : w = 0 := by
      refine pivots_nondegenerate ps M h w
        (fun i hi => hw0 i fun h' => hi (List.mem_toFinset.mp h')) (fun i hi => ?_)
      have e1 : (M *ᵥ w) i = ∑ j : ps.toFinset, M i j * w j :=
        hsum (fun j => M i j * w j) fun j hj => by
          show M i j * w j = 0
          rw [hw0 j hj, mul_zero]
      rw [e1, Finset.sum_congr rfl fun j _ => by rw [hw1 j]]
      exact congrFun hMv ⟨i, List.mem_toFinset.mpr hi⟩
    exact hv (funext fun j => by rw [← hw1 j, hw]; rfl)
  refine ⟨hdet, ?_⟩
  -- rows that have been pivoted stay zero
  have hzero : ∀ (qs : List n) (A : Matrix n n ℝ), PositivePivots A qs → ∀ i,
      (i ∈ qs ∨ ∀ j, A i j = 0) → ∀ j, residual A qs i j = 0 := by
    intro qs
    induction qs with
    | nil =>
      intro A _ i hi j
      rcases hi with hi | hi
      · simp at hi
      · exact hi j
    | cons p qs ih =>
      rintro A ⟨h0, hq⟩ i hi j
      refine ih _ hq i ?_ j
      rcases hi with hi | hi
      · rcases List.mem_cons.mp hi with hi | hi
        · right
          intro k
          rw [hi]
          show A p k - A p p * A p k / A p p = 0
          rw [mul_div_cancel_left₀ _ h0.ne', sub_self]
        · exact Or.inl hi
      · exact Or.inr fun k => by simp [pivotStep, hi]
  obtain ⟨C, hC, hR⟩ := residual_eq_sub_mul ps M
  have hMC : ∀ i j, (M * C) i j = ∑ k : ps.toFinset, M i k * C k j := fun i j => by
    rw [Matrix.mul_apply]
    refine hsum (fun k => M i k * C k j) fun k hk => ?_
    show M i k * C k j = 0
    rw [hC k (fun h' => hk (List.mem_toFinset.mpr h')) j, mul_zero]
  have hrow : M.submatrix (Subtype.val : ps.toFinset → n) id =
      block M ps.toFinset * C.submatrix (Subtype.val : ps.toFinset → n) id := by
    ext i j
    have h0 := hzero ps M h i (Or.inl (List.mem_toFinset.mp i.2)) j
    rw [hR, Matrix.sub_apply, hMC] at h0
    exact sub_eq_zero.mp h0
  rw [hR, schurResidual, hrow, ← Matrix.mul_assoc (block M ps.toFinset)⁻¹,
    Matrix.nonsing_inv_mul _ hdet, Matrix.one_mul]
  congr 1
  ext i j
  exact hMC i j
```

### (g) A criterion blind to order

For symmetric \(M\), show that all pivots are positive exactly when the indices in \(ps\) are distinct and
\[v^TMv>0\quad\text{for every nonzero } v \text{ supported on } S.\]

**Solution.** Both sides hold for the empty list. For \(p\) followed by a list with index set \(T\), note that \(M'\) is again symmetric.

Suppose the pivots are positive. By induction \(M'\) is positive definite on \(T\) and the indices of the tail are distinct. Since \(e_p^TM'e_p=0\), \(p\notin T\). For nonzero \(v\) supported on \(T\cup\{p\}\), set \(z=v-v_pe_p\); (c) and (b) give
\[v^TMv=z^TM'z+(Mv)_p^2/M_{pp}.\]
If \(z\neq0\), the first term is positive and the second nonnegative. If \(z=0\), the sum is \(v_p^2M_{pp}>0\).

Conversely, \(M_{pp}=e_p^TMe_p>0\). For nonzero \(v\) supported on \(T\), (c) gives \(v^TM'v=u^TMu\) with \(u=v-ce_p\). As \(p\notin T\), \(u\) keeps the nonzero components of \(v\), so the form is positive. Induction handles the tail.

```lean
/-- For symmetric `M`, all pivots are positive exactly when the pivot indices are distinct and
the quadratic form is positive definite on them. -/
theorem positivePivots_iff (ps : List n) : ∀ M : Matrix n n ℝ, M.IsSymm →
    (PositivePivots M ps ↔ ps.Nodup ∧ PosDefOn M ps.toFinset) := by
  induction ps with
  | nil =>
    exact fun M _ => ⟨fun _ => ⟨List.nodup_nil, fun v hv h =>
      absurd (funext fun i => hv i (by simp)) h⟩, fun _ => True.intro⟩
  | cons p ps ih =>
    intro M hM
    have hS : (pivotStep M p).IsSymm := Matrix.IsSymm.ext fun i j => by
      show M j i - M j p * M p i / M p p = M i j - M i p * M p j / M p p
      rw [hM.apply i j, hM.apply p j, hM.apply i p]
      ring
    have hne1 : (Pi.single p (1 : ℝ) : n → ℝ) ≠ 0 := fun h => by
      have := congrFun h p
      simp at this
    have hsup : ∀ S : Finset n, p ∈ S → ∀ i, i ∉ S → (Pi.single p (1 : ℝ) : n → ℝ) i = 0 := by
      intro S hp i hi
      have : i ≠ p := fun h => hi (by rw [h]; exact hp)
      simp [this]
    constructor
    · rintro ⟨h0, hps⟩
      obtain ⟨hnd, hpd⟩ := (ih _ hS).mp hps
      refine ⟨List.nodup_cons.mpr ⟨fun hmem => ?_, hnd⟩, fun v hv hne => ?_⟩
      · -- a used pivot has zero quadratic form and cannot return
        have h1 := hpd _ (hsup _ (List.mem_toFinset.mpr hmem)) hne1
        have hz := (step_shift h0.ne' (Pi.single p (1 : ℝ)) 1).2
        rw [one_smul, sub_self, zero_dotProduct] at hz
        rw [← hz] at h1
        exact lt_irrefl _ h1
      · rw [(step_quadratic hM h0.ne' v).1, ← (step_shift h0.ne' v (v p)).2]
        by_cases hz : v - v p • Pi.single p (1 : ℝ) = 0
        · have hv1 := sub_eq_zero.mp hz
          have hvp : v p ≠ 0 := fun h => hne (by rw [hv1, h, zero_smul])
          have h1 : (M *ᵥ v) p = (M *ᵥ (v p • Pi.single p (1 : ℝ))) p := by rw [← hv1]
          have hMv : (M *ᵥ v) p = v p * M p p := by
            rw [h1, mulVec_smul, mulVec_single_one]
            rfl
          rw [hz, hMv, zero_dotProduct, zero_add]
          positivity
        · refine add_pos_of_pos_of_nonneg (hpd _ (fun i hi => ?_) hz)
            (div_nonneg (sq_nonneg _) h0.le)
          by_cases h : i = p
          · rw [h]; simp
          · have hi' : i ∉ ps := by simpa using hi
            simp [h, hv i (by simp [h, hi'])]
    · rintro ⟨hnd, hpd⟩
      have hnd' := List.nodup_cons.mp hnd
      have h0 : 0 < M p p := by
        have h1 := hpd _ (hsup _ (by simp)) hne1
        rw [mulVec_single_one, single_one_dotProduct] at h1
        exact h1
      refine ⟨h0, (ih _ hS).mpr ⟨hnd'.2, fun v hv hne => ?_⟩⟩
      obtain ⟨c, hc⟩ := (step_quadratic hM h0.ne' v).2
      rw [← hc]
      refine hpd _ (fun i hi => ?_) (fun hz => hne (funext fun i => ?_))
      · have h1 : i ≠ p ∧ i ∉ ps := by simpa using hi
        simp [h1.1, hv i (by simpa using h1.2)]
      · by_cases h : i = p
        · rw [h]
          exact hv p (by simpa using hnd'.1)
        · have := congrFun hz i
          simpa [Pi.single_apply, h] using this
```

### (h) Reordering the pivots

Let \(M\) be symmetric, let \(ps\) have positive pivots, and let \(qs\) be a reordering of \(ps\). Show that \(qs\) has positive pivots, \(M[S,S]\) is invertible, and
\[R_{qs}(M)=M-M[:,S]\,M[S,S]^{-1}M[S,:].\]

**Solution.** The criterion in (g) involves only distinctness and \(S\), which both lists share. So \(qs\) has positive pivots, and (f) applies to it.

For a finite integral matrix in exact arithmetic, the two runs therefore leave the same error. The theorem does not treat rounding, the selection rule or the size of that error.

```lean
/-- If one order of the pivots of a symmetric matrix meets only positive pivots, so does every other
order; with `S` the set of pivot indices, `M[S,S]` is invertible and every order leaves the residual
`M - M[:,S] M[S,S]⁻¹ M[S,:]`. -/
theorem pivot_order_independence {M : Matrix n n ℝ} (hM : M.IsSymm) {ps qs : List n}
    (h : PositivePivots M ps) (hperm : qs.Perm ps) :
    PositivePivots M qs ∧ IsUnit (block M ps.toFinset).det ∧
      residual M qs = schurResidual M ps.toFinset := by
  have hS : qs.toFinset = ps.toFinset := List.toFinset_eq_of_perm _ _ hperm
  have hp := (positivePivots_iff ps M hM).mp h
  have hq : PositivePivots M qs := (positivePivots_iff qs M hM).mpr
    ⟨hperm.nodup_iff.mpr hp.1, by rw [hS]; exact hp.2⟩
  have hr := residual_eq_schur hq
  rw [hS] at hr
  exact ⟨hq, hr⟩
```

### (i) Semidefiniteness survives

Part (h) needs symmetry, not semidefiniteness. Show that semidefiniteness is nevertheless inherited:
\[M\succeq0\quad\Longrightarrow\quad R_{ps}(M)\succeq0.\]

**Solution.** One step suffices, by induction. If \(M_{pp}\neq0\), \(M'\) is symmetric and (c) gives \(v^TM'v=u^TMu\ge0\) for some \(u\). If \(M_{pp}=0\), Lean's convention \(x/0=0\) makes \(M'=M\).

```lean
/-- Pivot steps keep a positive semidefinite matrix positive semidefinite; a step on a zero
pivot is read as no step. -/
theorem residual_posSemidef (ps : List n) : ∀ M : Matrix n n ℝ, M.PosSemidef →
    (residual M ps).PosSemidef := by
  induction ps with
  | nil => exact fun M hM => hM
  | cons p ps ih =>
    intro M hM
    show (residual (pivotStep M p) ps).PosSemidef
    refine ih _ ?_
    by_cases h0 : M p p = 0
    · have : pivotStep M p = M := by
        ext i j
        simp [pivotStep, h0]
      rw [this]
      exact hM
    · have hs : M.IsSymm := Matrix.IsSymm.ext fun i j => by
        simpa using hM.isHermitian.apply i j
      refine Matrix.PosSemidef.of_dotProduct_mulVec_nonneg
        (Matrix.IsHermitian.ext fun i j => ?_) (fun v => ?_)
      · rw [star_trivial]
        show M j i - M j p * M p i / M p p = M i j - M i p * M p j / M p p
        rw [hs.apply i j, hs.apply p j, hs.apply i p]
        ring
      · obtain ⟨c, hc⟩ := (step_quadratic hs h0 v).2
        have h1 := hM.dotProduct_mulVec_nonneg (v - c • Pi.single p (1 : ℝ))
        rw [star_trivial] at h1
        rw [star_trivial, ← hc]
        exact h1
```

### (j) A nonsymmetric counterexample

Show that for
\[M=\begin{pmatrix}1&1\\-1&0\end{pmatrix}\]
the order \(0,1\) has positive pivots and the order \(1,0\) does not.

**Solution.** In the first order the pivots are \(1\) and \(0-(-1)(1)/1=1\). In the second, the first pivot is \(0\).

```lean
/-- A nonsymmetric matrix whose pivots are positive in one order and not in the other. -/
theorem order_matters_without_symmetry :
    PositivePivots !![(1 : ℝ), 1; -1, 0] [0, 1] ∧
      ¬ PositivePivots !![(1 : ℝ), 1; -1, 0] [1, 0] := by
  constructor <;> norm_num [PositivePivots, pivotStep]

end

end PivotedCholesky
```

```lean
#print axioms PivotedCholesky.pivot_order_independence
#print axioms PivotedCholesky.residual_posSemidef
#print axioms PivotedCholesky.order_matters_without_symmetry
```

```
'PivotedCholesky.pivot_order_independence' depends on axioms: [propext, Classical.choice, Quot.sound]
'PivotedCholesky.residual_posSemidef' depends on axioms: [propext, Classical.choice, Quot.sound]
'PivotedCholesky.order_matters_without_symmetry' depends on axioms: [propext, Classical.choice, Quot.sound]
```
